# Length and load of maximum power for a thermoelectric leg with contact resistances, when heat flows by conduction alone

**Q:** A thermoelectric leg is clamped between a hot and a cold plate. If I shorten it, its electrical resistance falls, which should help the power. But the joints resist heat flow too, so a shorter leg gets less of the temperature difference. I'm told that a Lean file settles the best length. Before I trust it, what is the calculation?

**A:** Let the leg have length $L$, cross-section $A$, Seebeck coefficient $S$, resistivity $\rho$ and thermal conductivity $\kappa$. The contacts add a thermal resistance $\Theta$ and an electrical resistance $R_c$, and the total temperature difference $\Delta T$ is fixed. The heat current is $\Delta T/(L/(\kappa A)+\Theta)$. Multiplying by the leg's thermal resistance $L/(\kappa A)$ gives the drop across the leg:

$$\Delta T_{\rm leg}=\Delta T\,\frac{L}{L+a},\qquad a=\kappa A\Theta .$$

The internal electrical resistance is

$$r(L)=\frac{\rho L}{A}+R_c=\frac{\rho}{A}(L+b),\qquad b=\frac{A R_c}{\rho}.$$

So $a$ and $b$ are the lengths of leg material that would have the same thermal and electrical resistance as the contacts.

**Q:** And the load?

**A:** A voltage $V$ behind an internal resistance $r$ delivers $V^2R/(r+R)^2$ to a load $R$. At $R=r$ this is $V^2/(4r)$, and

$$\frac{V^2}{4r}-\frac{V^2R}{(r+R)^2}=\frac{V^2(r-R)^2}{4r(r+R)^2},$$

which, for $V\neq0$, is positive unless $R=r$. With $V=S\,\Delta T_{\rm leg}$ and a matched load, the power is

$$P(L)=\frac{S^2\Delta T^2A}{4\rho}\,F(L),\qquad F(L)=\frac{L^2}{(L+a)^2(L+b)} .$$

Setting the derivative of $\ln F$ to zero gives $2/L-2/(L+a)-1/(L+b)=0$, hence $2a(L+b)=L(L+a)$, or $L^2=aL+2ab$. The positive root is

$$x=\frac{a+\sqrt{a^2+8ab}}{2}.$$

**Q:** That is a stationary point. Why is it the global maximum?

**A:** Compare $F(x)$ with $F(L)$ directly. After cross-multiplication, the sign of $F(x)-F(L)$ is that of

$$D=x^2(L+a)^2(L+b)-L^2(x+a)^2(x+b).$$

Expanding and taking out one factor gives

$$D=(L-x)\left[x^2L^2-(a^2+2ab)xL-a^2b(x+L)\right].$$

Subtract $(L-x)(x^2L+a^2b)$ from the bracket. What remains is $L\left[x^3-(a^2+2ab)x-2a^2b\right]=L(x+a)(x^2-ax-2ab)$, which vanishes by the quadratic. Therefore

$$D=(L-x)^2(x^2L+a^2b),$$

and this is positive for every positive $L\neq x$.

**Q:** Now the formal side. What counts as a device there?

**A:** A record of real numbers with sign conditions.

```lean
import Mathlib

open Filter Topology

namespace ThermoelectricLegLength

noncomputable section

/-- A thermoelectric leg with its contacts: Seebeck coefficient, resistivity, thermal
conductivity, cross-section, total temperature difference, and the thermal and electrical
contact resistances. -/
structure Device where
  seebeck : ℝ
  rho : ℝ
  kappa : ℝ
  area : ℝ
  deltaT : ℝ
  thermalContact : ℝ
  electricalContact : ℝ
  seebeck_ne : seebeck ≠ 0
  rho_pos : 0 < rho
  kappa_pos : 0 < kappa
  area_pos : 0 < area
  deltaT_pos : 0 < deltaT
  thermalContact_pos : 0 < thermalContact
  electricalContact_nonneg : 0 ≤ electricalContact
```

The fields are $S,\rho,\kappa,A,\Delta T,\Theta,R_c$ in that order. The numbers carry no units, so a consistent system is up to you. $S$ may have either sign but not be zero, since otherwise every design would deliver zero power. $R_c=0$ is allowed, but $\Theta$ must be positive: at $\Theta=0$ the factor becomes $F(L)=1/(L+b)$, which keeps growing as the leg shrinks and has no maximum over $L>0$.

**Q:** Is the power put in as the final formula, or does it come from a circuit?

**A:** From a circuit. The first definition below is $I^2R$ with $I=V/(r+R)$. The next two are $F(L)$ and $x$, as functions of the two contact lengths.

```lean
/-- Power `I² R` that a source of voltage `V` and internal resistance `r` delivers to a load `R`,
for `r + R > 0`. -/
def deliveredPower (V r R : ℝ) : ℝ := (V / (r + R)) ^ 2 * R

/-- Dependence of the matched-load power on the leg length `L > 0`, for contact lengths
`a > 0` (thermal) and `b ≥ 0` (electrical). -/
def lengthFactor (a b L : ℝ) : ℝ := L ^ 2 / ((L + a) ^ 2 * (L + b))

/-- The leg length `(a + √(a² + 8ab)) / 2`. -/
def optimalLength (a b : ℝ) : ℝ := (a + √(a ^ 2 + 8 * a * b)) / 2
```

The contact lengths $a$ and $b$ are then computed from the device.

```lean
namespace Device

/-- Length of leg material whose thermal resistance equals that of the contacts. -/
def thermalLength (d : Device) : ℝ := d.kappa * d.area * d.thermalContact

/-- Length of leg material whose electrical resistance equals that of the contacts. -/
def electricalLength (d : Device) : ℝ := d.area * d.electricalContact / d.rho
```

The drop across the leg is defined as heat current times thermal resistance, and the internal resistance as a series sum. The function `power` feeds the Seebeck voltage of the leg into the circuit.

```lean
/-- Temperature drop across a leg of length `L > 0`: the heat current through leg and contacts in
series, by conduction alone, times the thermal resistance of the leg. -/
def legDrop (d : Device) (L : ℝ) : ℝ :=
  d.deltaT / (L / (d.kappa * d.area) + d.thermalContact) * (L / (d.kappa * d.area))

/-- Internal electrical resistance: leg and contacts in series. -/
def resistance (d : Device) (L : ℝ) : ℝ := d.rho * L / d.area + d.electricalContact

/-- Power delivered to a load `R ≥ 0` by the Seebeck voltage of a leg of length `L > 0`. -/
def power (d : Device) (L R : ℝ) : ℝ :=
  deliveredPower (d.seebeck * d.legDrop L) (d.resistance L) R

end Device
```

**Q:** Here I object. `legDrop` takes no load as an argument. When current flows, Peltier heat is carried through the junctions, and the drop should respond.

**A:** It should, and this model leaves that out. Heat moves by conduction only, with no Peltier, Thomson or Joule terms, so the drop is independent of the current. That is reasonable when the figure of merit $ZT=S^2T/(\rho\kappa)$, with $T$ the absolute temperature, is small compared with one. The material coefficients are also constants, the contact resistances don't change with $L$, there is a single leg, and the quantity maximised is power and not efficiency.

**Q:** Within those limits, what exactly is claimed?

**A:** The main theorem, `power_unique_maximum`, takes any device, any length $L>0$ and any load $R\ge 0$. If the pair $(L,R)$ is not $(x,r(x))$, its power is strictly smaller than the power at $(x,r(x))$. Length and load vary together, so matching is a conclusion and not an assumption. Two further theorems concern the formula for $x$: for $a,b>0$ it satisfies $a<x<a+2b$, and for fixed $a>0$ it tends to $a$ as $b\to0^+$.

For this conduction-only leg with constant coefficients, the result gives a closed-form test for a numerical device optimiser, including one fed with transport coefficients from electronic-structure calculations.

**Q:** Show me the proof, then. Load first.

**A:** Lean clears the positive denominators with `div_lt_div_iff₀`. The difference of the two sides is then $rV^2(r-R)^2$, the numerator from before up to the factor $r$. The proof hands `nlinarith` the positivity of that product.

```lean
/-- Load matching: a source with nonzero voltage and positive internal resistance delivers strictly
less power to any other nonnegative load than to one equal to its internal resistance. -/
theorem load_matching {V r R : ℝ} (hV : V ≠ 0) (hr : 0 < r) (hR : 0 ≤ R) (hne : R ≠ r) :
    deliveredPower V r R < deliveredPower V r r := by
  have hV2 : 0 < V ^ 2 := by positivity
  have hd : 0 < (r - R) ^ 2 := by
    have : r - R ≠ 0 := sub_ne_zero.mpr (Ne.symm hne)
    positivity
  unfold deliveredPower
  rw [div_pow, div_pow, div_mul_eq_mul_div, div_mul_eq_mul_div,
    div_lt_div_iff₀ (by positivity) (by positivity)]
  -- the difference of the two sides is r V² (r - R)²
  nlinarith [mul_pos hr (mul_pos hV2 hd)]
```

**Q:** And the passage from the circuit to $F(L)$?

**A:** It has three parts, as in the derivation. `hdrop` rewrites the leg drop as $\Delta T\,L/(L+a)$, `hres` rewrites the resistance as $(\rho/A)(L+b)$, and `hmatch` says that a matched load receives $V^2/(4r)$. Substituting them and clearing fractions with `field_simp` gives the prefactor and $F(L)$.

```lean
/-- With a matched load, the power of a leg of length `L > 0` is `S² ΔT² A / (4ρ)` times
`L² / ((L + a)² (L + b))`, where `a` and `b` are the thermal and electrical contact lengths. -/
theorem matched_power (d : Device) {L : ℝ} (hL : 0 < L) :
    d.power L (d.resistance L) = d.seebeck ^ 2 * d.deltaT ^ 2 * d.area / (4 * d.rho) *
      lengthFactor d.thermalLength d.electricalLength L := by
  have hρ := d.rho_pos
  have hκ := d.kappa_pos
  have hA := d.area_pos
  have hΘ := d.thermalContact_pos
  have hE := d.electricalContact_nonneg
  have ha : 0 < d.thermalLength := by unfold Device.thermalLength; positivity
  have hb : 0 ≤ d.electricalLength := by unfold Device.electricalLength; positivity
  -- contact resistances expressed as extra lengths of leg
  have hdrop : d.legDrop L = d.deltaT * (L / (L + d.thermalLength)) := by
    have h : L / (d.kappa * d.area) + d.thermalContact
        = (L + d.thermalLength) / (d.kappa * d.area) := by
      unfold Device.thermalLength
      field_simp
    unfold Device.legDrop
    rw [h]
    field_simp
  have hres : d.resistance L = d.rho / d.area * (L + d.electricalLength) := by
    unfold Device.resistance Device.electricalLength
    field_simp
  have hmatch : ∀ V r : ℝ, 0 < r → deliveredPower V r r = V ^ 2 / (4 * r) := by
    intro V r hr
    unfold deliveredPower
    rw [div_pow, div_mul_eq_mul_div, div_eq_div_iff (by positivity) (by positivity)]
    ring
  unfold Device.power lengthFactor
  rw [hdrop, hres, hmatch _ _ (by positivity)]
  field_simp
```

**Q:** Does Lean differentiate $F$ to find the optimum?

**A:** No. The derivative served to find $x$. The proof starts from the formula for $x$ and checks that it satisfies the quadratic, using only that the square of the root is $a^2+8ab$.

```lean
/-- For `a > 0` and `b ≥ 0` the optimal length `x` solves the stationarity condition
`x² = a x + 2ab`. -/
theorem optimalLength_sq {a b : ℝ} (ha : 0 < a) (hb : 0 ≤ b) :
    optimalLength a b ^ 2 = a * optimalLength a b + 2 * a * b := by
  have h := Real.sq_sqrt (show 0 ≤ a ^ 2 + 8 * a * b by positivity)
  unfold optimalLength
  linear_combination h / 4
```

The global comparison comes next. The line `generalize optimalLength a b = x at hq hx hne ⊢` replaces the formula by a plain variable $x$, about which only positivity, the quadratic and $L\neq x$ are remembered. No square root appears in the algebra after that.

```lean
/-- For `a > 0` and `b ≥ 0`, every positive length other than the optimal one gives a strictly
smaller value of `L² / ((L + a)² (L + b))`. -/
theorem lengthFactor_lt {a b L : ℝ} (ha : 0 < a) (hb : 0 ≤ b) (hL : 0 < L)
    (hne : L ≠ optimalLength a b) :
    lengthFactor a b L < lengthFactor a b (optimalLength a b) := by
  have hq := optimalLength_sq ha hb
  have hx : 0 < optimalLength a b := by unfold optimalLength; positivity
  generalize optimalLength a b = x at hq hx hne ⊢
  have hd : L - x ≠ 0 := sub_ne_zero.mpr hne
  have hpos : 0 < (L - x) ^ 2 * (x ^ 2 * L + a ^ 2 * b) := by positivity
  -- stationarity makes x a double root of the difference
  have key : x ^ 2 * ((L + a) ^ 2 * (L + b)) - L ^ 2 * ((x + a) ^ 2 * (x + b))
      = (L - x) ^ 2 * (x ^ 2 * L + a ^ 2 * b) := by
    linear_combination L * (L - x) * (x + a) * hq
  unfold lengthFactor
  rw [div_lt_div_iff₀ (by positivity) (by positivity)]
  linarith
```

**Q:** The step named `key` is one line. What does `linear_combination` do there?

**A:** It proves an equation from other equations by means of a coefficient that you supply. Here the known equation `hq` is $x^2=ax+2ab$, and the coefficient is $L(L-x)(x+a)$. Lean checks that

$$D-(L-x)^2(x^2L+a^2b)=L(L-x)(x+a)\,(x^2-ax-2ab)$$

holds as a polynomial identity, with $x$, $L$, $a$ and $b$ treated as independent variables. This is the remainder that we found above, multiplied by the factor $L-x$ that had been taken out. Since `hq` makes the last bracket zero, `key` follows. The tactic does not search for the coefficient; a wrong one would leave an identity that fails. With `key` in hand, `hpos` supplies the sign and `linarith` finishes.

**Q:** How do length and load come together?

**A:** By two cases. If the length is already $x$, the load must be wrong, and load matching gives the strict inequality. If the length is wrong, match the load first, which can't lower the power, and then change the length:

$$P(L,R)\le P(L,r(L))<P(x,r(x)),$$

where $P(L,R)$ is the power at length $L$ and load $R$. The second step compares $F(L)$ with $F(x)$ and multiplies by the positive prefactor.

```lean
/-- Among all leg lengths `L > 0` and loads `R ≥ 0`, the delivered power has a unique maximum: at
the length `(a + √(a² + 8ab)) / 2` with the load equal to the internal resistance there. Here `a`
and `b` are the thermal and electrical contact lengths of the device. -/
theorem power_unique_maximum (d : Device) {L R x : ℝ} (hL : 0 < L) (hR : 0 ≤ R)
    (hx : x = optimalLength d.thermalLength d.electricalLength)
    (hne : ¬(L = x ∧ R = d.resistance x)) :
    d.power L R < d.power x (d.resistance x) := by
  have hS := d.seebeck_ne
  have hρ := d.rho_pos
  have hκ := d.kappa_pos
  have hA := d.area_pos
  have hT := d.deltaT_pos
  have hΘ := d.thermalContact_pos
  have hE := d.electricalContact_nonneg
  have ha : 0 < d.thermalLength := by unfold Device.thermalLength; positivity
  have hb : 0 ≤ d.electricalLength := by unfold Device.electricalLength; positivity
  have hx0 : 0 < x := by rw [hx]; unfold optimalLength; positivity
  have hr : 0 < d.resistance L := by unfold Device.resistance; positivity
  have hdrop : 0 < d.legDrop L := by unfold Device.legDrop; positivity
  have hV : d.seebeck * d.legDrop L ≠ 0 := mul_ne_zero hS hdrop.ne'
  by_cases h : L = x
  · -- right length, wrong load
    have hR' : R ≠ d.resistance L := fun h' => hne ⟨h, by rw [h', h]⟩
    rw [← h]
    exact load_matching hV hr hR hR'
  · -- wrong length: match the load first, then change the length
    have h1 : d.power L R ≤ d.power L (d.resistance L) := by
      by_cases h' : R = d.resistance L
      · rw [h']
      · exact (load_matching hV hr hR h').le
    refine lt_of_le_of_lt h1 ?_
    rw [matched_power d hL, matched_power d hx0]
    refine mul_lt_mul_of_pos_left ?_ (by positivity)
    rw [hx] at h ⊢
    exact lengthFactor_lt ha hb hL h
```

**Q:** Where does the optimal length sit relative to the contacts?

**A:** Write the quadratic as $x(x-a)=2ab$. For $a,b>0$ the right side is positive, so $x>a$. Then $x-a=2ab/x<2b$, which is the upper bound. Lean proves both by contradiction: it assumes the opposite inequality, multiplies it by positive quantities and reaches a conflict with the quadratic.

```lean
/-- For positive contact lengths `a` (thermal) and `b` (electrical), the optimal leg length lies
strictly between `a` and `a + 2b`. -/
theorem optimalLength_bounds {a b : ℝ} (ha : 0 < a) (hb : 0 < b) :
    a < optimalLength a b ∧ optimalLength a b < a + 2 * b := by
  have hq := optimalLength_sq ha hb.le
  have hx : 0 < optimalLength a b := by unfold optimalLength; positivity
  generalize optimalLength a b = x at hq hx ⊢
  constructor
  · by_contra h
    have h' : 0 ≤ a - x := by linarith
    nlinarith [mul_nonneg hx.le h', mul_pos ha hb]
  · by_contra h
    have h' : 0 ≤ x - a - 2 * b := by linarith
    nlinarith [mul_nonneg hx.le h', mul_nonneg hb.le h', mul_pos hb hb]
```

In physical terms, the leg takes the fraction $x/(x+a)$ of the total temperature difference, which is more than half whenever the contacts have electrical resistance.

**Q:** And if the electrical contacts are perfect?

**A:** Then $b=0$, and the matched power is proportional to $L/(L+a)^2$. The optimum is $x=a$: the thermal resistance of the leg equals that of the contacts, and the leg takes exactly half of $\Delta T$. The maximum theorem includes this case, because it allows $R_c=0$.

The limit theorem says that the optimal length tends to this value as $b$ shrinks to zero. The formula for $x$ is continuous in $b$, which `fun_prop` establishes, and its value at $b=0$ is $(a+\sqrt{a^2})/2=a$ because $a>0$. The symbol `𝓝[>] 0` means that $b$ approaches zero through positive values, and `mono_left` restricts the two-sided limit to that side.

```lean
/-- As the electrical contact length tends to zero from above, the optimal leg length tends to the
thermal contact length `a > 0`. -/
theorem optimalLength_tendsto {a : ℝ} (ha : 0 < a) :
    Tendsto (fun b => optimalLength a b) (𝓝[>] 0) (𝓝 a) := by
  have hc : Continuous (fun b => optimalLength a b) := by
    unfold optimalLength
    fun_prop
  have h0 : optimalLength a 0 = a := by
    unfold optimalLength
    rw [mul_zero, add_zero, Real.sqrt_sq ha.le]
    ring
  have h : Tendsto (fun b => optimalLength a b) (𝓝 0) (𝓝 (optimalLength a 0)) := hc.tendsto 0
  rw [h0] at h
  exact h.mono_left nhdsWithin_le_nhds

end

end ThermoelectricLegLength
```

```lean
#print axioms ThermoelectricLegLength.power_unique_maximum
#print axioms ThermoelectricLegLength.optimalLength_bounds
#print axioms ThermoelectricLegLength.optimalLength_tendsto
```

```
'ThermoelectricLegLength.power_unique_maximum' depends on axioms: [propext, Classical.choice, Quot.sound]
'ThermoelectricLegLength.optimalLength_bounds' depends on axioms: [propext, Classical.choice, Quot.sound]
'ThermoelectricLegLength.optimalLength_tendsto' depends on axioms: [propext, Classical.choice, Quot.sound]
```
